# A finite Lehmann sum with real poles and positive semidefinite weights adding to one is the resolvent of a Hermitian matrix seen through an isometry

## Is there always a Hermitian matrix behind the poles?

I treat the one-particle Green's function of fermions in m orthonormal orbitals as a finite list of data: real poles eₖ, each with an m×m weight matrix Aₖ, and no reference to the many-body Hamiltonian they came from. The weights are positive semidefinite and add up to the identity. I believe that such a list always comes from a single Hermitian matrix H on a suitable finite-dimensional space, seen from m orthonormal vectors in it, the columns of a matrix B:

∑ₖ Aₖ/(z − eₖ) = B†(z − H)⁻¹B, with B†B = 1.

The weights need not commute, so diagonalising them all together is no way in. Can this be made rigorous and machine-checked, with one H and one B for all non-real z?

## Yes: give every pole its own copy of the orbitals

Take a space whose basis vectors are pairs (k, a) of a pole label and an orbital label. Let H be diagonal there, with entry eₖ at (k, a). It is Hermitian because the eₖ are real. All that remains is to find B.

Diagonalise one weight as Aₖ = U diag(λᵢ) U†, with U unitary and all λᵢ ≥ 0. Set Cₖ = diag(√λᵢ) U†. Then

Cₖ†Cₖ = U diag(λᵢ) U† = Aₖ.

Now stack these amplitudes on top of each other, so that row (k, a) of B is row a of Cₖ. Let F be diagonal with an entry fₖ that depends only on the pole label. Writing out the product gives

(B†FB)ᵢⱼ = ∑ₖ ∑ₐ (Cₖ)ₐᵢ* fₖ (Cₖ)ₐⱼ = ∑ₖ fₖ (Aₖ)ᵢⱼ.

Three choices of f finish the argument:

- fₖ = 1 gives B†B = ∑ₖ Aₖ = 1.
- fₖ = eₖʳ gives the spectral moments, B†HʳB = ∑ₖ eₖʳ Aₖ.
- fₖ = 1/(z − eₖ) gives the Lehmann sum. If z differs from every eₖ, the diagonal matrix z − H has no zero on its diagonal, and F is its inverse.

The converse starts from any Hermitian H on a finite-dimensional space and any B with B†B = 1. Write H = U diag(εₖ) U†, where k now labels the eigenvalues, and let vₖ be row k of U†B. Since (z − H)⁻¹ = U diag(1/(z − εₖ)) U†,

B†(z − H)⁻¹B = ∑ₖ vₖ†vₖ/(z − εₖ).

Each vₖ†vₖ is positive semidefinite, and their sum is B†UU†B = B†B = 1.

## What the theorems say about Green's functions

In the file, `m` labels the orbitals and `κ` the poles; both are finite. `lehmann A e z` is the Lehmann sum and `compressedResolvent H B z` is B†(z − H)⁻¹B, with `ᴴ` for the dagger.

`naimark_realisation` assumes `(A k).PosSemidef` for every k and `∑ k, A k = 1`. The first says that no combination of orbitals carries negative spectral weight. The second is the sum rule that follows from the fermionic anticommutator in orthonormal orbitals. Both are hypotheses here, not derived from a many-body Hamiltonian.

The theorem provides H and B before any z or r is named, so one pair serves all frequencies and all moments. The condition `z ≠ (e k : ℂ)` for all k admits every non-real z, and real z away from the poles. `IsUnit` states that z − H is invertible there, which matters because Lean's matrix inverse is also defined, as zero, for singular matrices.

`lehmann_of_realisation` is the converse. Its poles are `hH.eigenvalues`, listed with multiplicity, and some of the weights may vanish. The equality holds at every z that is not an eigenvalue of H. `naimark_realisation_witness` gives four 2×2 weights that meet the hypotheses, two of which do not commute; any four real poles may go with them.

Naimark's name usually goes with general positive operator-valued measures on a Hilbert space. A finite list of positive semidefinite matrices adding up to the identity is a simple case, which needs only the square roots above. Continuous spectra and infinitely many poles are not treated, nor is the smallest possible size of H.

For finitely many orbitals and poles, the result lets the one-particle Green's function of correlated fermions be written as that of non-interacting fermions with Hamiltonian matrix H, observed in m orthonormal states.

```lean
import Mathlib

open Matrix
open scoped ComplexOrder

namespace LehmannRealisation

noncomputable section

variable {m n κ : Type*} [Fintype m] [DecidableEq m] [Fintype n] [DecidableEq n]
  [Fintype κ] [DecidableEq κ]

/-- The Lehmann sum `∑ A_k / (z - e_k)` with matrix weights `A_k` and real poles `e_k`,
meant for `z` different from every `e_k`. -/
def lehmann (A : κ → Matrix m m ℂ) (e : κ → ℝ) (z : ℂ) : Matrix m m ℂ :=
  ∑ k, (z - (e k : ℂ))⁻¹ • A k

/-- The resolvent of `H` seen through `B`, that is `B† (z - H)⁻¹ B`,
meant for `z` outside the spectrum of `H`. -/
def compressedResolvent (H : Matrix n n ℂ) (B : Matrix n m ℂ) (z : ℂ) : Matrix m m ℂ :=
  Bᴴ * (z • (1 : Matrix n n ℂ) - H)⁻¹ * B

/-- The matrices `C_k` stacked on top of each other, with rows labelled by pole and orbital. -/
def stack (C : κ → Matrix m m ℂ) : Matrix (κ × m) m ℂ :=
  Matrix.of fun p j => C p.1 p.2 j

/-- A Hermitian matrix is diagonalised by a unitary matrix, with its eigenvalues on the
diagonal. -/
theorem exists_diagonalisation {H : Matrix n n ℂ} (hH : H.IsHermitian) :
    ∃ U : Matrix n n ℂ, Uᴴ * U = 1 ∧ U * Uᴴ = 1 ∧
      H = U * diagonal (fun i => (hH.eigenvalues i : ℂ)) * Uᴴ := by
  refine ⟨hH.eigenvectorUnitary, Matrix.mem_unitaryGroup_iff'.1 hH.eigenvectorUnitary.2,
    Matrix.mem_unitaryGroup_iff.1 hH.eigenvectorUnitary.2, ?_⟩
  have h := hH.spectral_theorem
  rw [Unitary.conjStarAlgAut_apply] at h
  exact h

/-- A positive semidefinite weight `A` factors into amplitudes, `A = C† C`. -/
theorem exists_amplitude {A : Matrix m m ℂ} (hA : A.PosSemidef) :
    ∃ C : Matrix m m ℂ, Cᴴ * C = A := by
  obtain ⟨U, -, -, h⟩ := exists_diagonalisation hA.1
  -- the square roots of the eigenvalues
  let d : Matrix m m ℂ := diagonal fun i => ((Real.sqrt (hA.1.eigenvalues i) : ℝ) : ℂ)
  have hd : dᴴ * d = diagonal (fun i => (hA.1.eigenvalues i : ℂ)) := by
    simp only [d]
    rw [diagonal_conjTranspose, diagonal_mul_diagonal]
    congr 1
    funext i
    simp only [Pi.star_apply, Complex.star_def, Complex.conj_ofReal]
    rw [← Complex.ofReal_mul, Real.mul_self_sqrt (hA.eigenvalues_nonneg i)]
  refine ⟨d * Uᴴ, ?_⟩
  calc (d * Uᴴ)ᴴ * (d * Uᴴ) = U * (dᴴ * d) * Uᴴ := by
        simp only [conjTranspose_mul, conjTranspose_conjTranspose, Matrix.mul_assoc]
    _ = U * diagonal (fun i => (hA.1.eigenvalues i : ℂ)) * Uᴴ := by rw [hd]
    _ = A := h.symm

/-- A function `f` of the pole label, placed between the stacked amplitudes, gives
`∑ f_k C_k† C_k`. -/
theorem stack_sandwich (C : κ → Matrix m m ℂ) (f : κ → ℂ) :
    (stack C)ᴴ * diagonal (fun p : κ × m => f p.1) * stack C
      = ∑ k, f k • ((C k)ᴴ * C k) := by
  ext i j
  rw [Matrix.mul_apply, Fintype.sum_prod_type, Matrix.sum_apply]
  refine Finset.sum_congr rfl fun k _ => ?_
  rw [Matrix.smul_apply, Matrix.mul_apply, smul_eq_mul, Finset.mul_sum]
  refine Finset.sum_congr rfl fun a _ => ?_
  rw [Matrix.mul_diagonal]
  simp only [conjTranspose_apply, stack, Matrix.of_apply]
  ring

/-- For `z` different from every entry `d_i` of a complex diagonal matrix `D`, `z - D` times the
diagonal matrix of the `1 / (z - d_i)` is the identity. -/
theorem diagonal_resolvent (d : n → ℂ) (z : ℂ) (hz : ∀ i, z ≠ d i) :
    (z • (1 : Matrix n n ℂ) - diagonal d) * diagonal (fun i => (z - d i)⁻¹) = 1 := by
  have h : z • (1 : Matrix n n ℂ) - diagonal d = diagonal (fun i => z - d i) := by
    ext i j
    by_cases hij : i = j
    · subst hij
      simp
    · simp [hij]
  rw [h, diagonal_mul_diagonal, ← diagonal_one]
  congr 1
  funext i
  exact mul_inv_cancel₀ (sub_ne_zero.2 (hz i))

/-- Naimark realisation: a Lehmann sum with positive semidefinite weights adding up to the
identity is the resolvent of a Hermitian `H` seen through an isometry `B`, at every complex `z`
different from all `e_k`. The same pair reproduces all spectral moments `∑ e_k ^ r A_k`. -/
theorem naimark_realisation (A : κ → Matrix m m ℂ) (e : κ → ℝ)
    (hA : ∀ k, (A k).PosSemidef) (hsum : ∑ k, A k = 1) :
    ∃ (H : Matrix (κ × m) (κ × m) ℂ) (B : Matrix (κ × m) m ℂ),
      H.IsHermitian ∧ Bᴴ * B = 1 ∧
      (∀ r : ℕ, Bᴴ * H ^ r * B = ∑ k, (e k : ℂ) ^ r • A k) ∧
      ∀ z : ℂ, (∀ k, z ≠ (e k : ℂ)) →
        IsUnit (z • (1 : Matrix (κ × m) (κ × m) ℂ) - H) ∧
        lehmann A e z = compressedResolvent H B z := by
  choose C hC using fun k => exists_amplitude (hA k)
  have hs := stack_sandwich C
  simp only [hC] at hs
  refine ⟨diagonal (fun p => (e p.1 : ℂ)), stack C, ?_, ?_, ?_, ?_⟩
  · -- real levels make the Hamiltonian Hermitian
    unfold Matrix.IsHermitian
    rw [diagonal_conjTranspose]
    congr 1
    funext p
    exact Complex.conj_ofReal _
  · -- the sum rule is the isometry condition
    simpa [hsum] using hs (fun _ => 1)
  · intro r
    rw [diagonal_pow]
    exact hs (fun k => (e k : ℂ) ^ r)
  · intro z hz
    have h := diagonal_resolvent (fun p : κ × m => (e p.1 : ℂ)) z (fun p => hz p.1)
    refine ⟨⟨⟨_, _, h, mul_eq_one_comm.1 h⟩, rfl⟩, ?_⟩
    unfold compressedResolvent lehmann
    rw [Matrix.inv_eq_right_inv h]
    exact (hs (fun k => (z - (e k : ℂ))⁻¹)).symm

/-- Converse: the resolvent of a Hermitian `H` seen through an isometry `B` is a Lehmann sum over
the eigenvalues of `H`, with positive semidefinite weights adding up to the identity. -/
theorem lehmann_of_realisation {H : Matrix n n ℂ} (hH : H.IsHermitian) (B : Matrix n m ℂ)
    (hB : Bᴴ * B = 1) :
    ∃ A : n → Matrix m m ℂ, (∀ k, (A k).PosSemidef) ∧ ∑ k, A k = 1 ∧
      ∀ z : ℂ, (∀ k, z ≠ (hH.eigenvalues k : ℂ)) →
        IsUnit (z • (1 : Matrix n n ℂ) - H) ∧
        compressedResolvent H B z = lehmann A hH.eigenvalues z := by
  obtain ⟨U, hU, hU', h⟩ := exists_diagonalisation hH
  -- rows of `U† B` are the amplitudes of the eigenstates
  let R : n → Matrix Unit m ℂ := fun k => Matrix.of fun _ j => (Uᴴ * B) k j
  have hrow : ∀ f : n → ℂ, (Uᴴ * B)ᴴ * diagonal f * (Uᴴ * B)
      = ∑ k, f k • ((R k)ᴴ * R k) := by
    intro f
    ext i j
    rw [Matrix.mul_apply, Matrix.sum_apply]
    refine Finset.sum_congr rfl fun k _ => ?_
    have hR : ((R k)ᴴ * R k) i j = star ((Uᴴ * B) k i) * (Uᴴ * B) k j := by
      rw [Matrix.mul_apply, Fintype.sum_unique]
      simp only [R, conjTranspose_apply, Matrix.of_apply]
    rw [Matrix.mul_diagonal, Matrix.smul_apply, hR, conjTranspose_apply, smul_eq_mul]
    ring
  have hsand : ∀ X : Matrix n n ℂ,
      (Uᴴ * B)ᴴ * X * (Uᴴ * B) = Bᴴ * (U * X * Uᴴ) * B := fun X => by
    simp only [conjTranspose_mul, conjTranspose_conjTranspose, Matrix.mul_assoc]
  refine ⟨fun k => (R k)ᴴ * R k, fun k => posSemidef_conjTranspose_mul_self _, ?_, ?_⟩
  · have h1 := hrow (fun _ => 1)
    rw [hsand, diagonal_one, Matrix.mul_one, hU', Matrix.mul_one, hB] at h1
    simpa only [one_smul] using h1.symm
  · intro z hz
    have hd := diagonal_resolvent (fun k => (hH.eigenvalues k : ℂ)) z hz
    set D : Matrix n n ℂ := diagonal (fun k => (hH.eigenvalues k : ℂ))
    set G : Matrix n n ℂ := diagonal (fun k => (z - (hH.eigenvalues k : ℂ))⁻¹) with hG
    have hzH : z • (1 : Matrix n n ℂ) - H = U * (z • (1 : Matrix n n ℂ) - D) * Uᴴ := by
      rw [Matrix.mul_sub, Matrix.sub_mul, Matrix.mul_smul, Matrix.smul_mul, Matrix.mul_one,
        hU', ← h]
    have hinv : (z • (1 : Matrix n n ℂ) - H) * (U * G * Uᴴ) = 1 := by
      calc (z • (1 : Matrix n n ℂ) - H) * (U * G * Uᴴ)
          = U * (z • (1 : Matrix n n ℂ) - D) * (Uᴴ * U) * G * Uᴴ := by
            rw [hzH]
            simp only [Matrix.mul_assoc]
        _ = U * ((z • (1 : Matrix n n ℂ) - D) * G) * Uᴴ := by
            rw [hU, Matrix.mul_one]
            simp only [Matrix.mul_assoc]
        _ = 1 := by rw [hd, Matrix.mul_one, hU']
    refine ⟨⟨⟨_, _, hinv, mul_eq_one_comm.1 hinv⟩, rfl⟩, ?_⟩
    unfold compressedResolvent lehmann
    rw [Matrix.inv_eq_right_inv hinv, ← hsand, hG]
    exact hrow _

/-- Four explicit weights on two orbitals. -/
def fourWeights : Fin 4 → Matrix (Fin 2) (Fin 2) ℂ :=
  ![!![1/4, 1/4; 1/4, 1/4], !![1/4, -1/4; -1/4, 1/4], !![1/2, 0; 0, 0], !![0, 0; 0, 1/2]]

/-- The four weights are positive semidefinite and add up to the identity, and two of them do
not commute. -/
theorem naimark_realisation_witness :
    (∀ k, (fourWeights k).PosSemidef) ∧ ∑ k, fourWeights k = 1 ∧
      fourWeights 0 * fourWeights 2 ≠ fourWeights 2 * fourWeights 0 := by
  refine ⟨fun k => ?_, ?_, fun h => ?_⟩
  · -- explicit amplitudes
    let F : Fin 4 → Matrix (Fin 2) (Fin 2) ℝ :=
      ![!![1/2, 1/2; 0, 0], !![1/2, -1/2; 0, 0], !![1/2, 0; 1/2, 0], !![0, 1/2; 0, 1/2]]
    have hF : fourWeights k = ((F k).map (fun x : ℝ => (x : ℂ)))ᴴ *
        (F k).map (fun x : ℝ => (x : ℂ)) := by
      have hT : ((F k).map (fun x : ℝ => (x : ℂ)))ᴴ = (F k)ᵀ.map (fun x : ℝ => (x : ℂ)) := by
        ext i j
        exact Complex.conj_ofReal (F k j i)
      rw [hT]
      clear hT
      fin_cases k <;> ext i j <;> fin_cases i <;> fin_cases j <;>
        simp [fourWeights, F, Matrix.mul_apply, Fin.sum_univ_succ] <;> norm_num
    rw [hF]
    exact posSemidef_conjTranspose_mul_self _
  · ext i j
    fin_cases i <;> fin_cases j <;>
      simp [fourWeights, Fin.sum_univ_succ] <;> norm_num
  · have h0 : fourWeights 0 = !![1/4, 1/4; 1/4, 1/4] := rfl
    have h2 : fourWeights 2 = !![1/2, 0; 0, 0] := rfl
    rw [h0, h2] at h
    -- the products differ in the upper right entry
    have h01 := congrFun (congrFun h 0) 1
    norm_num [Matrix.mul_apply, Fin.sum_univ_succ] at h01

end

end LehmannRealisation
```

```lean
#print axioms LehmannRealisation.naimark_realisation
#print axioms LehmannRealisation.lehmann_of_realisation
```

```
'LehmannRealisation.naimark_realisation' depends on axioms: [propext, Classical.choice, Quot.sound]
'LehmannRealisation.lehmann_of_realisation' depends on axioms: [propext, Classical.choice, Quot.sound]
```

## How the Lean proof follows the construction

`exists_diagonalisation` restates Mathlib's spectral theorem as H = U diag U†. `exists_amplitude` uses it to build Cₖ: the matrix `d` holds the square roots, and `Real.mul_self_sqrt` squares them back, which requires the eigenvalues to be nonnegative.

`stack_sandwich` is the formula for B†FB. It compares entries, and `Fintype.sum_prod_type` splits the sum over pairs into the sums over k and a. `diagonal_resolvent` multiplies z − H by the proposed inverse, entry by entry.

In `naimark_realisation`, `choose` selects an amplitude for every weight, and `hs` is the sandwich formula with Cₖ†Cₖ replaced by Aₖ. The isometry, the moments and the resolvent are then `hs` with the three choices of f. For the resolvent, `Matrix.inv_eq_right_inv` first identifies the inverse from the product computed in `diagonal_resolvent`.

In the converse, `R k` is the row vₖ, stored as a matrix with one row. `hrow` expands the sandwich over these rows, `hsand` moves U between B and the diagonal matrix, and `hinv` verifies the inverse of z − H in the original basis. Positivity comes from the form vₖ†vₖ.

For the witness, explicit real amplitudes `F` show that the weights are positive semidefinite. Weights 0 and 2 fail to commute because the upper right entry of their product is 0 in one order and 1/8 in the other.
